# Inverse participation ratios in a uniform Hückel chain: 3/(2(N+1)), or 2/(N+1) for the nonbonding orbital

**Q:** Take three sites in a row with equal hopping, the allyl chain. The lowest orbital has amplitudes $(\tfrac12, \tfrac1{\sqrt2}, \tfrac12)$, and its fourth powers sum to $\tfrac1{16}+\tfrac14+\tfrac1{16}=\tfrac38$. The middle orbital is $(\tfrac1{\sqrt2}, 0, -\tfrac1{\sqrt2})$, with sum $\tfrac12$. Why do they differ?

**A:** Look at the site densities. With $N=3$ sites and $M=N+1=4$, orbital $k$ has density $(1-\cos(2\pi jk/M))/M$ on site $j$. Include $j=0$, where the density vanishes, and average over the four points $j=0,\dots,3$. The cosine averages to zero, so the sum of squared densities is $(1+\overline{\cos^2})/M$. For $k=1$ the cosine runs through $1,0,-1,0$, its square averages to $\tfrac12$, and the result is $\tfrac38$. For $k=2$ it is $\pm1$ at every point, its square averages to $1$, and the result is $\tfrac12$. Longer chains work the same way.

```lean
import Mathlib

open Finset
open scoped Real

namespace PolyeneParticipation

noncomputable section
```

**Q:** What is an orbital in the Lean file? I see natural numbers and a division, which worries me.

**A:** It is the real amplitude
$$c_j(k)=\sqrt{\tfrac2M}\,\sin\frac{jk\pi}{M},$$
written `orbital N k j`. The labels `N`, `k` and `j` are natural numbers, but both divisions are between real numbers: under the root `N` is cast explicitly, and inside the sine the factor $\pi$ makes Lean convert the labels to reals.

```lean
/-- Amplitude on site `j` of the `k`-th orbital of a polyene with `N` sites. -/
def orbital (N k j : ℕ) : ℝ :=
  √(2 / ((N : ℝ) + 1)) * Real.sin (j * k * π / (N + 1))
```

The quantity you computed for allyl is the inverse participation ratio $\sum_j c_j(k)^4$. It is the case $l=k$ of the density overlap $\sum_j c_j(k)^2c_j(l)^2$ of two orbitals. Both sums run over `Icc 1 N`, the true sites only.

```lean
/-- Overlap of the site densities of the orbitals `k` and `l`, summed over the chain. -/
def densityOverlap (N k l : ℕ) : ℝ :=
  ∑ j ∈ Icc 1 N, orbital N k j ^ 2 * orbital N l j ^ 2

/-- Inverse participation ratio: the sum of the fourth powers of the amplitudes. -/
def inverseParticipation (N k : ℕ) : ℝ :=
  ∑ j ∈ Icc 1 N, orbital N k j ^ 4
```

**Q:** So the sine is put in by hand. Where is the Hamiltonian?

**A:** It enters through a separate theorem. With energy measured from the site energy in units of the hopping, the Hückel equation at site $j+1$ reads $c_j+c_{j+2}=\varepsilon\,c_{j+1}$. Set $\theta=(j+1)k\pi/M$ and $\varphi=k\pi/M$. Then
$$\sin(\theta-\varphi)+\sin(\theta+\varphi)=2\cos\varphi\,\sin\theta,$$
so $\varepsilon=2\cos(k\pi/M)$. The open ends require $c_0=c_{N+1}=0$, which holds because $\sin 0=\sin k\pi=0$. The proof does the same: `h1` and `h2` write both neighbours' angles relative to the central site, and the addition formulas finish the job.

```lean
/-- The orbital obeys the Hückel equation of the chain, with energy `2 cos (kπ/(N+1))` in units
of the hopping, and vanishes on the fictitious sites `0` and `N + 1`. -/
theorem orbital_huckel (N k : ℕ) :
    (∀ j : ℕ, orbital N k j + orbital N k (j + 2)
      = 2 * Real.cos (k * π / (N + 1)) * orbital N k (j + 1)) ∧
    orbital N k 0 = 0 ∧ orbital N k (N + 1) = 0 := by
  have hM : (N : ℝ) + 1 ≠ 0 := by positivity
  refine ⟨fun j => ?_, by simp [orbital], ?_⟩
  · unfold orbital
    -- both neighbours are expanded about the central site
    have h1 : (j : ℝ) * k * π / (N + 1)
        = ((j + 1 : ℕ) : ℝ) * k * π / (N + 1) - k * π / (N + 1) := by
      push_cast
      ring
    have h2 : ((j + 2 : ℕ) : ℝ) * k * π / (N + 1)
        = ((j + 1 : ℕ) : ℝ) * k * π / (N + 1) + k * π / (N + 1) := by
      push_cast
      ring
    rw [h1, h2, Real.sin_sub, Real.sin_add]
    ring
  · unfold orbital
    have h : ((N + 1 : ℕ) : ℝ) * k * π / (N + 1) = k * π := by
      rw [div_eq_iff hM]
      push_cast
      ring
    rw [h, Real.sin_nat_mul_pi, mul_zero]
```

**Q:** And normalisation? A participation ratio means little without it.

**A:** The file has no theorem for it, but it follows at once from the density formula and the cosine sum below: $\sum_j c_j^2=\sum_{j=0}^{N}(1-\cos(2\pi jk/M))/M=1$ for $1\le k\le N$.

**Q:** Then show me the cosine sum.

**A:** Start from $2\sin x\cos 2jx=\sin((2j+1)x)-\sin((2j-1)x)$. Summed over $j=0,\dots,n-1$, all interior terms cancel:
$$2\sin x\sum_{j=0}^{n-1}\cos 2jx=\sin((2n-1)x)+\sin x.$$
Lean proves this by induction on $n$; each step adds one term of the telescoping sum.

```lean
/-- A sum of equally spaced cosines telescopes after multiplication by `2 sin x`. -/
theorem two_sin_mul_sum_cos (x : ℝ) (n : ℕ) :
    2 * Real.sin x * ∑ j ∈ range n, Real.cos (2 * (j : ℝ) * x)
      = Real.sin ((2 * (n : ℝ) - 1) * x) + Real.sin x := by
  induction n with
  | zero => simp
  | succ n ih =>
    have h1 : (2 * ((n + 1 : ℕ) : ℝ) - 1) * x = 2 * (n : ℝ) * x + x := by
      push_cast
      ring
    have h2 : (2 * (n : ℝ) - 1) * x = 2 * (n : ℝ) * x - x := by ring
    rw [sum_range_succ, mul_add, ih, h1, h2, Real.sin_add, Real.sin_sub]
    ring
```

Now put $n=M$ and $x=m\pi/M$ for an integer $m$. Since $(2M-1)x=2\pi m-x$, the right side is $-\sin x+\sin x=0$. If $M$ does not divide $m$, then $\sin x\neq0$ and the cosine sum must vanish. If $M$ divides $m$, every cosine equals $1$ and the sum is $M$.

The proof splits into these two cases. In the branch where $M$ does not divide $m$, `hs` establishes $\sin x\ne0$ and `ha` rewrites the upper end of the telescoped sum. The harmonic `m` is an integer because we shall need $k-l$, which may be negative.

```lean
/-- The harmonic `m` summed over `N + 1` sites gives `N + 1` if `N + 1` divides `m`, and zero
otherwise. -/
theorem sum_cos_harmonic (N : ℕ) (m : ℤ) :
    ∑ j ∈ range (N + 1), Real.cos (2 * (j : ℝ) * ((m : ℝ) * π / (N + 1)))
      = if ((N : ℤ) + 1) ∣ m then (N : ℝ) + 1 else 0 := by
  have hM : (N : ℝ) + 1 ≠ 0 := by positivity
  split_ifs with h
  · obtain ⟨c, hc⟩ := h
    have hm : (m : ℝ) = (N + 1) * c := by exact_mod_cast hc
    have h1 : ∀ j ∈ range (N + 1),
        Real.cos (2 * (j : ℝ) * ((m : ℝ) * π / (N + 1))) = 1 := by
      intro j _
      have h2 : (m : ℝ) * π / (N + 1) = c * π := by
        rw [div_eq_iff hM, hm]
        ring
      have h3 : 2 * (j : ℝ) * (c * π) = (((j : ℤ) * c : ℤ) : ℝ) * (2 * π) := by
        push_cast
        ring
      rw [h2, h3, Real.cos_int_mul_two_pi]
    rw [sum_congr rfl h1]
    simp
  · have hs : Real.sin ((m : ℝ) * π / (N + 1)) ≠ 0 := by
      intro h0
      obtain ⟨n, hn⟩ := Real.sin_eq_zero_iff.mp h0
      rw [eq_div_iff hM] at hn
      have h2 : (m : ℝ) = (N + 1) * n := by
        apply mul_right_cancel₀ Real.pi_ne_zero
        linear_combination -hn
      exact h ⟨n, by exact_mod_cast h2⟩
    have ht := two_sin_mul_sum_cos ((m : ℝ) * π / (N + 1)) (N + 1)
    -- the two ends of the telescoped sum cancel
    have ha : (2 * ((N + 1 : ℕ) : ℝ) - 1) * ((m : ℝ) * π / (N + 1))
        = m * (2 * π) - (m : ℝ) * π / (N + 1) := by
      push_cast
      field_simp
    rw [ha, Real.sin_int_mul_two_pi_sub, neg_add_cancel] at ht
    exact (mul_eq_zero.mp ht).resolve_left (mul_ne_zero two_ne_zero hs)
```

**Q:** You used the density formula for allyl. Does it hold in general?

**A:** Yes. From $\sin^2 u=(1-\cos 2u)/2$,
$$c_j(k)^2=\frac2M\cdot\frac{1-\cos(2\pi jk/M)}2=\frac{1-\cos(2\pi jk/M)}M.$$

```lean
/-- The site density of an orbital is a uniform background minus a cosine wave. -/
theorem orbital_sq (N k j : ℕ) :
    orbital N k j ^ 2
      = (1 - Real.cos (2 * (j : ℝ) * ((k : ℝ) * π / (N + 1)))) / (N + 1) := by
  have h : 2 * ((j : ℝ) * k * π / (N + 1)) = 2 * (j : ℝ) * ((k : ℝ) * π / (N + 1)) := by
    ring
  unfold orbital
  rw [mul_pow, Real.sq_sqrt (by positivity), Real.sin_sq_eq_half_sub, h]
  ring
```

**Q:** Now the overlap of two different orbitals. Which terms survive?

**A:** Write $a=2\pi jk/M$ and $b=2\pi jl/M$. Then
$$c_j(k)^2c_j(l)^2=\frac{1-\cos a-\cos b+\tfrac12\cos(a-b)+\tfrac12\cos(a+b)}{M^2}.$$
Sum over $j=0,\dots,N$; the added site $j=0$ contributes nothing. The constant gives $M$. The harmonics $k$ and $l$ lie strictly between $0$ and $M$, so they sum to zero. The difference satisfies $|k-l|<M$, so $M$ divides it only when $k=l$. The sum satisfies $0<k+l<2M$, so $M$ divides it only when $k+l=M$. Hence
$$\sum_{j=1}^N c_j(k)^2c_j(l)^2=\frac{1+\tfrac12[k=l]+\tfrac12[k+l=M]}M,$$
where a bracket is $1$ if its condition holds and $0$ otherwise.

In the proof, `single` removes the harmonics $k$ and $l$. The equivalences `hd` and `hs` settle the two divisibility questions by bounding the integer quotient. `hext` adds site $0$, and `hterm` is the product expansion above.

```lean
/-- The density overlap of two polyene orbitals is `1/(N+1)`, raised by half that amount if
`k = l` and by half that amount if `k + l = N + 1`. -/
theorem densityOverlap_eq (N k l : ℕ) (hk : 1 ≤ k) (hkN : k ≤ N) (hl : 1 ≤ l) (hlN : l ≤ N) :
    densityOverlap N k l
      = (1 + (if k = l then 1 / 2 else 0) + (if k + l = N + 1 then 1 / 2 else 0))
        / ((N : ℝ) + 1) := by
  have hM : (N : ℝ) + 1 ≠ 0 := by positivity
  -- the harmonics k and l average out
  have single : ∀ q : ℕ, 1 ≤ q → q ≤ N →
      ∑ j ∈ range (N + 1), Real.cos (2 * (j : ℝ) * ((q : ℝ) * π / (N + 1))) = 0 := by
    intro q h1 h2
    have h := sum_cos_harmonic N (q : ℤ)
    rw [if_neg (fun hd => by have := Int.le_of_dvd (by omega) hd; omega)] at h
    exact_mod_cast h
  -- the difference harmonic survives only for k = l
  have hd : ((N : ℤ) + 1 ∣ (k : ℤ) - l) ↔ k = l := by
    constructor
    · rintro ⟨c, hc⟩
      have h1 : c < 1 := by
        by_contra h
        nlinarith
      have h2 : -1 < c := by
        by_contra h
        nlinarith
      have h3 : c = 0 := by omega
      rw [h3, mul_zero] at hc
      omega
    · rintro rfl
      simp
  -- the sum harmonic survives only for k + l = N + 1
  have hs : ((N : ℤ) + 1 ∣ (k : ℤ) + l) ↔ k + l = N + 1 := by
    constructor
    · rintro ⟨c, hc⟩
      have h1 : c < 2 := by
        by_contra h
        nlinarith
      have h2 : 0 < c := by
        by_contra h
        nlinarith
      have h3 : c = 1 := by omega
      rw [h3, mul_one] at hc
      omega
    · intro h
      exact ⟨1, by omega⟩
  have hdiff := sum_cos_harmonic N ((k : ℤ) - l)
  have hsum := sum_cos_harmonic N ((k : ℤ) + l)
  simp only [hd] at hdiff
  simp only [hs] at hsum
  have hext : densityOverlap N k l
      = ∑ j ∈ range (N + 1), orbital N k j ^ 2 * orbital N l j ^ 2 := by
    unfold densityOverlap
    apply sum_subset
    · intro j hj
      rw [mem_Icc] at hj
      rw [mem_range]
      omega
    · intro j hj hj'
      rw [mem_range] at hj
      rw [mem_Icc] at hj'
      have h0 : j = 0 := by omega
      subst h0
      simp [orbital]
  have hterm : ∀ j ∈ range (N + 1), orbital N k j ^ 2 * orbital N l j ^ 2
      = (1 / ((N : ℝ) + 1)) ^ 2 * (1 - Real.cos (2 * (j : ℝ) * ((k : ℝ) * π / (N + 1)))
        - Real.cos (2 * (j : ℝ) * ((l : ℝ) * π / (N + 1)))
        + 1 / 2 * Real.cos (2 * (j : ℝ) * ((((k : ℤ) - l : ℤ) : ℝ) * π / (N + 1)))
        + 1 / 2 * Real.cos (2 * (j : ℝ) * ((((k : ℤ) + l : ℤ) : ℝ) * π / (N + 1)))) := by
    intro j _
    have h1 : 2 * (j : ℝ) * ((((k : ℤ) - l : ℤ) : ℝ) * π / (N + 1))
        = 2 * (j : ℝ) * ((k : ℝ) * π / (N + 1)) - 2 * (j : ℝ) * ((l : ℝ) * π / (N + 1)) := by
      push_cast
      ring
    have h2 : 2 * (j : ℝ) * ((((k : ℤ) + l : ℤ) : ℝ) * π / (N + 1))
        = 2 * (j : ℝ) * ((k : ℝ) * π / (N + 1)) + 2 * (j : ℝ) * ((l : ℝ) * π / (N + 1)) := by
      push_cast
      ring
    rw [orbital_sq, orbital_sq, h1, h2, Real.cos_sub, Real.cos_add]
    ring
  rw [hext, sum_congr rfl hterm, ← mul_sum, sum_add_distrib, sum_add_distrib,
    sum_sub_distrib, sum_sub_distrib, ← mul_sum, ← mul_sum, single k hk hkN,
    single l hl hlN, hdiff, hsum, sum_const, card_range, nsmul_eq_mul]
  push_cast
  split_ifs <;> field_simp <;> ring
```

**Q:** Is there physics in the condition $k+l=M$, or is it just arithmetic?

**A:** It is the pairing of levels in an alternant chain. Orbitals $k$ and $M-k$ have opposite energies, and their amplitudes differ only by a sign that alternates along the chain. Their densities are therefore equal, and their overlap is as large as that of an orbital with itself. When $2k=M$ the orbital is its own partner, so both halves are added.

Setting $l=k$ gives $(1+\tfrac12)/M=3/(2M)$ in general and $(1+\tfrac12+\tfrac12)/M=2/M$ when $2k=M$. That is how the Lean proof goes: it identifies the fourth powers with `densityOverlap N k k` and evaluates the two cases.

```lean
/-- The inverse participation ratio of a polyene orbital is `3/(2(N+1))`, except for
`2k = N + 1`, where it is `2/(N+1)`. -/
theorem inverseParticipation_eq (N k : ℕ) (hk : 1 ≤ k) (hkN : k ≤ N) :
    inverseParticipation N k
      = if 2 * k = N + 1 then 2 / ((N : ℝ) + 1) else 3 / (2 * ((N : ℝ) + 1)) := by
  have hM : (N : ℝ) + 1 ≠ 0 := by positivity
  have h : inverseParticipation N k = densityOverlap N k k := by
    unfold inverseParticipation densityOverlap
    exact sum_congr rfl fun j _ => by ring
  rw [h, densityOverlap_eq N k k hk hkN hk hkN, if_pos rfl, ← two_mul]
  split_ifs <;> field_simp <;> norm_num
```

**Q:** The theorem assumes $1\le k\le N$. Does that matter, or is it decoration?

**A:** It matters at both ends. Take a single site, $N=1$. For $k=0$ or $k=2$ the only amplitude is zero, so the sum of fourth powers is $0$. Neither value satisfies $2k=N+1$, so the formula would give $\tfrac34$. The allowed value $k=1$ has amplitude $1$, and the formula correctly returns $2/2=1$. Nothing is lost by the restriction: for any $N$, the labels $1\le k\le N$ give $N$ different energies $2\cos(k\pi/M)$, so they cover all the orbitals of the chain.

**Q:** What does the reciprocal tell me?

**A:** It is the participation number, an effective count of the sites that an orbital occupies: $2M/3$ in general and $M/2$ when $2k=M$. The exceptional case can be checked by counting. That orbital has zero energy, exists only for odd $N$, and has density $2/M$ on each of the $M/2$ odd-numbered sites and none on the others. The last theorem inverts the two values just found.

```lean
/-- The participation number, the reciprocal of the inverse participation ratio, is `2(N+1)/3`,
except for `2k = N + 1`, where it is `(N+1)/2`. -/
theorem participationNumber_eq (N k : ℕ) (hk : 1 ≤ k) (hkN : k ≤ N) :
    (inverseParticipation N k)⁻¹
      = if 2 * k = N + 1 then ((N : ℝ) + 1) / 2 else 2 * ((N : ℝ) + 1) / 3 := by
  rw [inverseParticipation_eq N k hk hkN]
  split_ifs <;> rw [inv_div]

end

end PolyeneParticipation
```

```lean
#print axioms PolyeneParticipation.orbital_huckel
-- 'PolyeneParticipation.orbital_huckel' depends on axioms: [propext, Classical.choice, Quot.sound]
#print axioms PolyeneParticipation.inverseParticipation_eq
-- 'PolyeneParticipation.inverseParticipation_eq' depends on axioms: [propext, Classical.choice, Quot.sound]
#print axioms PolyeneParticipation.participationNumber_eq
-- 'PolyeneParticipation.participationNumber_eq' depends on axioms: [propext, Classical.choice, Quot.sound]
```

**Q:** So can I use these numbers for a real polyene?

**A:** Only as far as the model reaches. It has one orbital per site, with these site orbitals orthonormal and equal in energy, equal hopping between nearest neighbours only, open ends, and no electron repulsion. Bond alternation, site disorder or a closed ring would change the orbitals, and the theorems say nothing about those cases. Within this model they give exact reference values against which a numerical participation ratio can be compared, and they show that every orbital spreads over a number of sites proportional to $N+1$.
